# In a harmonic trap, the log-gas on a line and the classical Calogero system have the same equilibria at matched couplings

**Q:** Long, parallel, equally charged wires lie in a plane and are pulled towards a central line by a harmonic trap. They repel with a force that falls off as 1/distance, and they settle where repulsion balances the trap. Now replace the repulsion by one that falls off as 1/distance³, with a suitably chosen strength. Why should the same positions still balance?

**A:** Let x_i be the position of particle i across the plane, and write d_ij = x_i − x_j. In units where the trap constant and the logarithmic coupling are both 1, the two total forces are

F_i = −x_i + Σ_{j≠i} 1/d_ij

G_i = −x_i + 2 Σ_{j≠i} 1/d_ij³

The first belongs to the log-gas, the second to the Calogero system with pair energy 1/d_ij². The claim is that, at distinct positions, all F_i vanish exactly when all G_i vanish.

**Q:** The two pair forces follow different laws. Show me how the balance can survive the replacement.

**A:** Let S_i = Σ_{k≠i} 1/d_ik be the logarithmic repulsion on particle i. Fix i and compare S_i with S_j for some j ≠ i. A third particle k contributes

1/d_ik − 1/d_jk = (d_jk − d_ik)/(d_ik d_jk) = −d_ij/(d_ik d_jk)

The mutual terms contribute 1/d_ij − 1/d_ji = 2/d_ij. Dividing by d_ij² gives

(S_i − S_j)/d_ij² = 2/d_ij³ − Σ_{k≠i,j} 1/(d_ij d_ik d_jk)

Now sum over j. The last term changes sign when j and k are exchanged, so its double sum is zero:

Σ_{j≠i} (S_i − S_j)/d_ij² = 2 Σ_{j≠i} 1/d_ij³

Since F_i − F_j = −d_ij + S_i − S_j, it follows that

Σ_{j≠i} (F_i − F_j)/d_ij² = −S_i + 2 Σ_{j≠i} 1/d_ij³

Adding F_i = −x_i + S_i leaves

G_i = F_i + Σ_{j≠i} (F_i − F_j)/d_ij²

If every F_i is zero, so is every G_i.

**Q:** I would have cancelled the mutual terms, since action equals reaction.

**A:** That loses the inverse cubes altogether. The mutual forces are opposite, so their difference doubles. Two particles at ±a make a good check: the log-gas needs a = 1/(2a), the Calogero system needs a = 2/(2a)³, and both give a² = 1/2.

**Q:** That is one direction. Could the Calogero system have additional equilibria?

**A:** No. Multiply the relation by F_i and sum over i. In the double sum, average each term with the one that has i and j exchanged:

Σ_i F_i G_i = Σ_i F_i² + ½ Σ_{i≠j} (F_i − F_j)²/d_ij²

If every G_i is zero, the left side is zero. The right side is a sum of non-negative terms, so every F_i is zero.

**Q:** Now the formal version. What are the particles and forces there?

**A:** The code starts with the antisymmetry argument, stated for any antisymmetric real array `t i j` over a finite index type. Exchanging the order of summation shows that the double sum equals its own negative.

```lean
import Mathlib

open Finset

namespace LogGasCalogero

noncomputable section

/-- A double sum over all pairs of an antisymmetric quantity vanishes. -/
theorem sum_antisymm {ι : Type*} [Fintype ι] (t : ι → ι → ℝ)
    (ht : ∀ i j, t j i = -t i j) : ∑ i, ∑ j, t i j = 0 := by
  have h : ∑ i, ∑ j, t i j = -∑ i, ∑ j, t i j := by
    calc ∑ i, ∑ j, t i j = ∑ i, ∑ j, t j i := Finset.sum_comm
      _ = ∑ i, ∑ j, -t i j :=
        Finset.sum_congr rfl fun i _ => Finset.sum_congr rfl fun j _ => ht i j
      _ = -∑ i, ∑ j, t i j := by simp only [Finset.sum_neg_distrib]
  linarith
```

The particles are labelled by a finite type `ι`, and a configuration is a function `x : ι → ℝ`. The set `univ.erase i` contains every label except i, so there is no self-force. `logForce` is F_i and `calogeroForce` is G_i, each with the trap included.

```lean
variable {ι : Type*} [Fintype ι] [DecidableEq ι]

/-- Force on particle `i` of a log-gas in a harmonic trap, with unit trap constant and unit
logarithmic coupling, for distinct positions `x`. -/
def logForce (x : ι → ℝ) (i : ι) : ℝ :=
  -x i + ∑ j ∈ univ.erase i, 1 / (x i - x j)

/-- Force on particle `i` of the trapped classical Calogero system, with unit trap constant and pair
energy `1 / d ^ 2` at distance `d`, for distinct positions `x`. -/
def calogeroForce (x : ι → ℝ) (i : ι) : ℝ :=
  -x i + 2 * ∑ j ∈ univ.erase i, 1 / (x i - x j) ^ 3
```

**Q:** These are forces by decree. Where are the potentials?

**A:** That is the step left to the reader. By hand, minus the gradient of Σ_i x_i²/2 − Σ_{i<j} ln|d_ij| is F, and minus the gradient of Σ_i x_i²/2 + Σ_{i<j} 1/d_ij² is G. The name Calogero usually refers to a dynamical system, often a quantum one; here it means only the static classical force.

**Q:** And the coefficients 1 and 2?

**A:** They fix the couplings relative to the trap. For two or more particles this sets the length scale of each system, and with general constants the two scales would have to be matched before the positions could agree. A single particle sits at 0 whatever the couplings.

**Q:** What exactly does the main theorem, `logGas_equilibrium_iff_calogero`, say?

**A:** Take any finite set of particles at distinct real positions. Then x_i = Σ_{j≠i} 1/(x_i − x_j) holds for every i if and only if x_i = 2 Σ_{j≠i} 1/(x_i − x_j)³ holds for every i. A single particle must sit at 0 in both cases. Equilibrium means zero force; stability is not part of the statement, nor is the existence of an equilibrium for each particle number.

**Q:** Distinctness is the hypothesis `hx : Function.Injective x`. Physically it is obvious that particles don't collide. Does the formula need to be told?

**A:** Yes. Lean sets 1/0 = 0, which lets the proofs restore the omitted self-term freely, but also makes coincident particles ignore each other. Put two particles at 1/√3 and one at −2/√3. The logarithmic equations then hold: 1/√3 for each of the pair, and −2/√3 for the third. The Calogero equation for one of the pair would require 1/√3 = 2/(3√3), which is false. So the forward implication already fails if one coincident pair is allowed.

**Q:** Then take me through the proof. Where is the three-body cancellation?

**A:** In the next theorem. `anti` applies the antisymmetry lemma to the product of three inverse distances. `key` splits each summand into that product, with a minus sign, and two corrections for k = i and k = j. Each correction is one inverse cube, which is where the factor 2 comes from. The `by_cases` steps treat the coincidences separately; for three different particles, `field_simp` and `ring` verify the fraction identity above.

```lean
/-- Three-body cancellation at distinct positions: differences of the logarithmic repulsion,
weighted by inverse squared distances, add up to twice the sum of inverse cubes. -/
theorem three_body_cancellation (x : ι → ℝ) (hx : Function.Injective x) (i : ι) :
    ∑ j ∈ univ.erase i, ((∑ k ∈ univ.erase i, 1 / (x i - x k))
        - ∑ k ∈ univ.erase j, 1 / (x j - x k)) / (x i - x j) ^ 2
      = 2 * ∑ j ∈ univ.erase i, 1 / (x i - x j) ^ 3 := by
  have full : ∀ a, ∑ k ∈ univ.erase a, 1 / (x a - x k) = ∑ k, 1 / (x a - x k) :=
    fun a => Finset.sum_erase _ (by simp)
  have anti : ∑ j, ∑ k, 1 / (x i - x j) * (1 / (x i - x k)) * (1 / (x j - x k)) = 0 := by
    refine sum_antisymm
      (fun j k => 1 / (x i - x j) * (1 / (x i - x k)) * (1 / (x j - x k))) fun j k => ?_
    rw [← neg_sub (x j) (x k), div_neg]
    ring
  -- separate genuine triples from the coincidences k = i and k = j
  have key : ∀ j k, (1 / (x i - x k) - 1 / (x j - x k)) / (x i - x j) ^ 2
      = -(1 / (x i - x j) * (1 / (x i - x k)) * (1 / (x j - x k)))
        + (if k = i then 1 / (x i - x j) ^ 3 else 0)
        + (if k = j then 1 / (x i - x j) ^ 3 else 0) := by
    intro j k
    by_cases hij : j = i
    · simp [hij]
    by_cases hki : k = i
    · rw [hki, if_pos rfl, if_neg (Ne.symm hij), ← neg_sub (x i) (x j), sub_self, div_zero]
      generalize x i - x j = d
      ring
    by_cases hkj : k = j
    · rw [hkj, if_neg hij, if_pos rfl, sub_self, div_zero]
      generalize x i - x j = d
      ring
    have h1 : x i - x j ≠ 0 := sub_ne_zero.2 (hx.ne (Ne.symm hij))
    have h2 : x i - x k ≠ 0 := sub_ne_zero.2 (hx.ne (Ne.symm hki))
    have h3 : x j - x k ≠ 0 := sub_ne_zero.2 (hx.ne (Ne.symm hkj))
    rw [if_neg hki, if_neg hkj]
    field_simp
    ring
  have e1 : ∑ j ∈ univ.erase i, ((∑ k, 1 / (x i - x k)) - ∑ k, 1 / (x j - x k))
      / (x i - x j) ^ 2
      = ∑ j, ∑ k, (1 / (x i - x k) - 1 / (x j - x k)) / (x i - x j) ^ 2 := by
    rw [Finset.sum_erase]
    · refine Finset.sum_congr rfl fun j _ => ?_
      rw [← Finset.sum_sub_distrib, Finset.sum_div]
    · simp
  have e2 : ∑ j ∈ univ.erase i, 1 / (x i - x j) ^ 3 = ∑ j, 1 / (x i - x j) ^ 3 :=
    Finset.sum_erase _ (by simp)
  simp only [full]
  rw [e1, e2]
  simp only [key, Finset.sum_add_distrib, Finset.sum_neg_distrib, Finset.sum_ite_eq',
    Finset.mem_univ, if_true]
  linarith [anti]
```

The relation between G and F follows. The auxiliary equation `e` separates the trap's contribution to F_i − F_j, using d_ij/d_ij² = 1/d_ij, and the three-body theorem replaces what remains. No equilibrium is assumed.

```lean
/-- At distinct positions, in or out of equilibrium, the Calogero force is a linear
combination of the log-gas forces. -/
theorem calogeroForce_eq (x : ι → ℝ) (hx : Function.Injective x) (i : ι) :
    calogeroForce x i = logForce x i
      + ∑ j ∈ univ.erase i, (logForce x i - logForce x j) / (x i - x j) ^ 2 := by
  have e : ∑ j ∈ univ.erase i, (logForce x i - logForce x j) / (x i - x j) ^ 2
      = ∑ j ∈ univ.erase i, ((∑ k ∈ univ.erase i, 1 / (x i - x k))
        - ∑ k ∈ univ.erase j, 1 / (x j - x k)) / (x i - x j) ^ 2
        - ∑ j ∈ univ.erase i, 1 / (x i - x j) := by
    rw [← Finset.sum_sub_distrib]
    refine Finset.sum_congr rfl fun j hj => ?_
    have hd : x i - x j ≠ 0 := sub_ne_zero.2 (hx.ne (Finset.ne_of_mem_erase hj).symm)
    have h1 : 1 / (x i - x j) = (x i - x j) / (x i - x j) ^ 2 := by
      rw [div_eq_div_iff hd (pow_ne_zero 2 hd)]
      ring
    unfold logForce
    generalize (∑ k ∈ univ.erase i, 1 / (x i - x k)) = S
    generalize (∑ k ∈ univ.erase j, 1 / (x j - x k)) = T
    rw [h1, ← sub_div]
    congr 1
    ring
  rw [e, three_body_cancellation x hx i]
  unfold calogeroForce logForce
  ring
```

**Q:** And the averaging over exchanged pairs?

**A:** It appears as the splitting

F_i(F_i − F_j) = ½(F_i − F_j)² + ½(F_i² − F_j²)

The second part, divided by d_ij², is antisymmetric, so `anti` removes it from the double sum.

```lean
/-- At distinct positions, the overlap of the two force fields is a sum of squares. -/
theorem sum_logForce_mul_calogeroForce (x : ι → ℝ) (hx : Function.Injective x) :
    ∑ i, logForce x i * calogeroForce x i = ∑ i, logForce x i ^ 2
      + 1 / 2 * ∑ i, ∑ j, (logForce x i - logForce x j) ^ 2 / (x i - x j) ^ 2 := by
  have anti : ∑ i, ∑ j, (logForce x i ^ 2 - logForce x j ^ 2) / (x i - x j) ^ 2 = 0 := by
    refine sum_antisymm
      (fun i j => (logForce x i ^ 2 - logForce x j ^ 2) / (x i - x j) ^ 2) fun i j => ?_
    rw [← neg_sub (x i) (x j)]
    generalize x i - x j = d
    ring
  have e : ∀ i, logForce x i * calogeroForce x i = logForce x i ^ 2
      + (1 / 2 * ∑ j, (logForce x i - logForce x j) ^ 2 / (x i - x j) ^ 2
        + 1 / 2 * ∑ j, (logForce x i ^ 2 - logForce x j ^ 2) / (x i - x j) ^ 2) := by
    intro i
    have e0 : ∑ j ∈ univ.erase i, (logForce x i - logForce x j) / (x i - x j) ^ 2
        = ∑ j, (logForce x i - logForce x j) / (x i - x j) ^ 2 :=
      Finset.sum_erase _ (by simp)
    rw [calogeroForce_eq x hx i, e0, mul_add, ← sq, Finset.mul_sum, Finset.mul_sum,
      Finset.mul_sum, ← Finset.sum_add_distrib]
    congr 1
    refine Finset.sum_congr rfl fun j _ => ?_
    ring
  rw [Finset.sum_congr rfl fun i _ => e i, Finset.sum_add_distrib, Finset.sum_add_distrib,
    ← Finset.mul_sum, ← Finset.mul_sum, anti]
  ring
```

The equivalence then takes two short arguments. Forwards, zero log-gas forces are inserted into `calogeroForce_eq`. Backwards, zero Calogero forces make the sum of squares vanish; `hp` says that the pair part is non-negative, and `hi` bounds each F_i² by the total, so each F_i is zero.

```lean
/-- With the trap constant and couplings fixed in `logForce` and `calogeroForce`, distinct positions
are an equilibrium of the trapped log-gas exactly when they are an equilibrium of the trapped
inverse-square Calogero system. -/
theorem logGas_equilibrium_iff_calogero (x : ι → ℝ) (hx : Function.Injective x) :
    (∀ i, x i = ∑ j ∈ univ.erase i, 1 / (x i - x j)) ↔
      ∀ i, x i = 2 * ∑ j ∈ univ.erase i, 1 / (x i - x j) ^ 3 := by
  constructor
  · intro h i
    have hF : ∀ k, logForce x k = 0 := fun k => by
      unfold logForce
      linarith [h k]
    have hG := calogeroForce_eq x hx i
    simp only [hF, sub_self, zero_div, Finset.sum_const_zero, add_zero] at hG
    unfold calogeroForce at hG
    linarith
  · intro h i
    have hG : ∀ k, calogeroForce x k = 0 := fun k => by
      unfold calogeroForce
      linarith [h k]
    -- a vanishing sum of squares forces every log-gas force to vanish
    have hs := sum_logForce_mul_calogeroForce x hx
    simp only [hG, mul_zero, Finset.sum_const_zero] at hs
    have hp : 0 ≤ ∑ i, ∑ j, (logForce x i - logForce x j) ^ 2 / (x i - x j) ^ 2 :=
      Finset.sum_nonneg fun i _ => Finset.sum_nonneg fun j _ => by positivity
    have hi : logForce x i ^ 2 ≤ ∑ k, logForce x k ^ 2 :=
      Finset.single_le_sum (f := fun k => logForce x k ^ 2)
        (fun k _ => sq_nonneg _) (Finset.mem_univ i)
    have h0 : logForce x i = 0 := by
      apply pow_eq_zero_iff (two_ne_zero) |>.1
      linarith [sq_nonneg (logForce x i)]
    unfold logForce at h0
    linarith
```

**Q:** Is there a configuration with more than two particles that I can check myself?

**A:** Take −s, 0 and s with s = √(3/2). The middle particle is balanced by symmetry. The right-hand one needs s = 1/s + 1/(2s), or s² = 3/2. The last theorem proves that these positions are distinct and in log-gas equilibrium, so the equivalence applies to them. The proof computes the inverse distances from s² = 3/2 and checks the three particles in turn.

**Q:** Where would I use the equivalence?

**A:** In a simulation of finitely many classical particles on a line, with this harmonic trap and these couplings, a relaxed log-gas configuration should also give nearly zero total force, trap included, when the repulsion is replaced by the inverse-cube one. Apart from rounding, what remains is given by the relation between G and F: differences of the leftover log-gas forces are multiplied by 1/d_ij², so close neighbours can amplify them.

```lean
/-- Three particles at `-√(3/2)`, `0` and `√(3/2)` are distinct and in log-gas equilibrium. -/
theorem logGas_equilibrium_witness :
    Function.Injective ![-√(3 / 2), 0, √(3 / 2)] ∧
      ∀ i, ![-√(3 / 2), 0, √(3 / 2)] i = ∑ j ∈ univ.erase i,
        1 / (![-√(3 / 2), 0, √(3 / 2)] i - ![-√(3 / 2), 0, √(3 / 2)] j) := by
  have hs : 0 < √(3 / 2 : ℝ) := Real.sqrt_pos.2 (by norm_num)
  have hq : √(3 / 2 : ℝ) ^ 2 = 3 / 2 := Real.sq_sqrt (by norm_num)
  generalize √(3 / 2 : ℝ) = s at hs hq ⊢
  have h1 : s⁻¹ = 2 / 3 * s :=
    inv_eq_of_mul_eq_one_right (by linear_combination (2 / 3) * hq)
  have h2 : (s + s)⁻¹ = s / 3 :=
    inv_eq_of_mul_eq_one_right (by linear_combination (2 / 3) * hq)
  have h3 : (-s - s)⁻¹ = -(s / 3) :=
    inv_eq_of_mul_eq_one_right (by linear_combination (2 / 3) * hq)
  constructor
  · intro a b h
    fin_cases a <;> fin_cases b <;> simp at h ⊢ <;> linarith
  · intro i
    rw [Finset.sum_erase]
    · fin_cases i <;> simp [Fin.sum_univ_three, h1, h2, h3] <;> linarith
    · simp

end

end LogGasCalogero
```

```lean
#print axioms LogGasCalogero.logGas_equilibrium_iff_calogero
-- 'LogGasCalogero.logGas_equilibrium_iff_calogero' depends on axioms: [propext, Classical.choice, Quot.sound]
```
